# The best fixed parameter for linear SCF mixing with a symmetric, positive dielectric operator

Suppose a self-consistent density calculation has two independent error modes. Linear mixing adds a fraction α of the residual (output density minus input density) to the input. In this example, let that multiply the two errors by 1 − α and 1 − 3α. At α = 1/2 the factors are 1/2 and −1/2, so both errors halve and the second alternates in sign. A smaller α makes the first factor larger in magnitude, a larger α the second.

For a linearised SCF map the multipliers are 1 − αl, where l runs over the eigenvalues of its dielectric operator ε. Let these lie in [a, b] and define the worst damping factor, `worstFactor a b α` in Lean, as

q(α) = sup { |1 − αl| : a ≤ l ≤ b }.

```lean
import Mathlib

open Module

namespace LinearMixing

noncomputable section

/-- The worst damping factor of linear mixing with parameter `α`: the supremum of `|1 - α l|` over
all real `l` in the interval `[a, b]`. -/
def worstFactor (a b α : ℝ) : ℝ :=
  sSup ((fun l : ℝ => |1 - α * l|) '' Set.Icc a b)
```

## (a) The largest multiplier on an interval

For a ≤ b and any real α, show that the largest value is attained and that

max over l in [a, b] of |1 − αl| = M, with M = max(|1 − αa|, |1 − αb|).

**Solution.** Both endpoints belong to the interval, so M is attained. If α ≥ 0, then

−M ≤ 1 − αb ≤ 1 − αl ≤ 1 − αa ≤ M.

If α ≤ 0, a and b trade places in this chain. `IsGreatest` states attainment and the upper bound, proved in that order; `le_total` splits on the sign of α.

```lean
/-- On an interval with `a ≤ b`, the largest value of `|1 - α l|` is attained and equals the
larger of the two endpoint values. -/
theorem isGreatest_endpoint {a b : ℝ} (hab : a ≤ b) (α : ℝ) :
    IsGreatest ((fun l : ℝ => |1 - α * l|) '' Set.Icc a b)
      (max |1 - α * a| |1 - α * b|) := by
  constructor
  · rcases max_choice |1 - α * a| |1 - α * b| with h | h
    · exact ⟨a, ⟨le_refl a, hab⟩, h.symm⟩
    · exact ⟨b, ⟨hab, le_refl b⟩, h.symm⟩
  · rintro _ ⟨l, ⟨h1, h2⟩, rfl⟩
    change |1 - α * l| ≤ max |1 - α * a| |1 - α * b|
    have ma := le_max_left |1 - α * a| |1 - α * b|
    have mb := le_max_right |1 - α * a| |1 - α * b|
    have a1 := le_abs_self (1 - α * a)
    have a2 := neg_abs_le (1 - α * a)
    have b1 := le_abs_self (1 - α * b)
    have b2 := neg_abs_le (1 - α * b)
    -- `α l` lies between `α a` and `α b`, in an order fixed by the sign of `α`
    rcases le_total 0 α with h | h
    · have p := mul_le_mul_of_nonneg_left h1 h
      have q := mul_le_mul_of_nonneg_left h2 h
      exact abs_le.mpr ⟨by linarith, by linarith⟩
    · have p := mul_le_mul_of_nonpos_left h1 h
      have q := mul_le_mul_of_nonpos_left h2 h
      exact abs_le.mpr ⟨by linarith, by linarith⟩
```

## (b) From supremum to maximum

Show that q(α) = M.

**Solution.** The greatest element of a set is its supremum, which is `csSup_eq`.

```lean
/-- For `a ≤ b` the worst damping factor is the larger of its two endpoint values. -/
theorem worstFactor_eq_max {a b : ℝ} (hab : a ≤ b) (α : ℝ) :
    worstFactor a b α = max |1 - α * a| |1 - α * b| :=
  (isGreatest_endpoint hab α).csSup_eq
```

## (c) The optimal parameter

Let 0 < a ≤ b and κ = b/a. Show that q has its only minimum at α* = 2/(a + b), with

q(α*) = (κ − 1)/(κ + 1).

**Solution.** Put r = (b − a)/(a + b); dividing numerator and denominator by a gives r = (κ − 1)/(κ + 1). The endpoint multipliers balance:

1 − α*a = r,  1 − α*b = −r.

Hence q(α*) = r. If α < α*, then 1 − αa > r; if α > α*, then αb − 1 > r. Either way q(α) > r. In Lean, `h1` and `h2` are the balanced values, and uniqueness is the strict inequality for every other real α.

```lean
/-- For `0 < a ≤ b` and `κ = b / a`, the mixing parameter `2 / (a + b)` has worst damping factor
`(κ - 1) / (κ + 1)`, and every other parameter has a strictly larger one. -/
theorem optimal_mixing {a b : ℝ} (ha : 0 < a) (hab : a ≤ b) :
    worstFactor a b (2 / (a + b)) = (b / a - 1) / (b / a + 1) ∧
      ∀ α, α ≠ 2 / (a + b) → (b / a - 1) / (b / a + 1) < worstFactor a b α := by
  have hb : 0 < b := lt_of_lt_of_le ha hab
  have hs : 0 < a + b := add_pos ha hb
  have hk : (b / a - 1) / (b / a + 1) = (b - a) / (a + b) := by
    have e1 : b / a - 1 = (b - a) / a := by rw [sub_div, div_self ha.ne']
    have e2 : b / a + 1 = (a + b) / a := by rw [add_div, div_self ha.ne', add_comm]
    rw [e1, e2, div_div_div_cancel_right₀ ha.ne']
  have ht : 2 / (a + b) * (a + b) = 2 := div_mul_cancel₀ _ hs.ne'
  -- at the optimum the two endpoint values are opposite
  have h1 : 1 - 2 / (a + b) * a = (b - a) / (a + b) := by
    rw [eq_div_iff hs.ne']
    linear_combination (-a) * ht
  have h2 : 1 - 2 / (a + b) * b = -((b - a) / (a + b)) := by
    linear_combination (-1 : ℝ) * h1 - ht
  rw [hk]
  constructor
  · rw [worstFactor_eq_max hab, h1, h2, abs_neg, max_self,
      abs_of_nonneg (div_nonneg (sub_nonneg.mpr hab) hs.le)]
  · intro α hα
    rw [worstFactor_eq_max hab, lt_max_iff]
    -- a smaller `α` is worse at `a`, a larger one is worse at `b`
    rcases lt_or_gt_of_ne hα with h | h
    · left
      have p := mul_lt_mul_of_pos_right h ha
      linarith [le_abs_self (1 - α * a)]
    · right
      have p := mul_lt_mul_of_pos_right h hb
      linarith [neg_abs_le (1 - α * b)]
```

## (d) When the worst factor is below one

For 0 < a ≤ b, show that

q(α) < 1 ⇔ 0 < α < 2/b.

**Solution.** By (b), q(α) < 1 means 0 < αa < 2 and 0 < αb < 2. The first gives α > 0, the second α < 2/b. Conversely, 0 < α < 2/b gives 0 < αa ≤ αb < 2.

```lean
/-- For `0 < a ≤ b` the worst damping factor is below one exactly when `0 < α < 2 / b`. -/
theorem worstFactor_lt_one_iff {a b : ℝ} (ha : 0 < a) (hab : a ≤ b) (α : ℝ) :
    worstFactor a b α < 1 ↔ 0 < α ∧ α < 2 / b := by
  have hb : 0 < b := lt_of_lt_of_le ha hab
  rw [worstFactor_eq_max hab, max_lt_iff, abs_lt, abs_lt, lt_div_iff₀ hb]
  constructor
  · rintro ⟨⟨_, h1⟩, ⟨h2, _⟩⟩
    exact ⟨by nlinarith, by linarith⟩
  · rintro ⟨h1, h2⟩
    have p := mul_pos h1 ha
    have q := mul_pos h1 hb
    have r := mul_le_mul_of_nonneg_left hab h1.le
    exact ⟨⟨by linarith, by linarith⟩, ⟨by linarith, by linarith⟩⟩
```

## (e) The error after one step

Model the SCF map as F(x) = Kx + c on a real inner product space `E`, where K is the linear response of output to input density. Set ε = 1 − K. One step is x′ = x + α(F(x) − x). For a self-consistent density xs, F(xs) = xs, show that

x′ − xs = (1 − αε)(x − xs).

**Solution.** Since c = xs − Kxs,

F(x) − x = K(x − xs) − (x − xs) = −ε(x − xs).

Insert this into the step and subtract xs. `hc` is the formula for c; `module` collects the vector terms.

```lean
variable {E : Type*} [NormedAddCommGroup E] [InnerProductSpace ℝ E]

/-- The linearised SCF map: input density `x` to output density `K x + c`. -/
def scfMap (K : E →ₗ[ℝ] E) (c x : E) : E := K x + c

/-- The dielectric operator `1 - K` of the linearised SCF map. -/
def dielectric (K : E →ₗ[ℝ] E) : E →ₗ[ℝ] E := LinearMap.id - K

/-- One step of linear mixing: add the fraction `α` of the residual, output minus input. -/
def mixStep (K : E →ₗ[ℝ] E) (c : E) (α : ℝ) (x : E) : E :=
  x + α • (scfMap K c x - x)

/-- Relative to a self-consistent density `xs`, one mixing step acts on the error as
`1 - α ε`, with `ε` the dielectric operator. -/
theorem mixStep_error {K : E →ₗ[ℝ] E} {c xs : E} (hx : scfMap K c xs = xs) (α : ℝ) (x : E) :
    mixStep K c α x - xs = (x - xs) - α • dielectric K (x - xs) := by
  have hc : c = xs - K xs := by
    rw [eq_sub_iff_add_eq, add_comm]
    exact hx
  simp only [mixStep, scfMap, dielectric, LinearMap.sub_apply, LinearMap.id_apply, map_sub]
  rw [hc]
  module
```

## (f) The norm bound for one step

Let `E` be finite-dimensional and ε symmetric with all eigenvalues in [a, b]. Show that

‖v − αεv‖ ≤ q(α)‖v‖.

**Solution.** In an orthonormal eigenbasis with eigenvalues lᵢ and components vᵢ,

‖v − αεv‖² = Σᵢ (1 − αlᵢ)² vᵢ² ≤ q(α)² Σᵢ vᵢ² = q(α)²‖v‖².

Take square roots, using q(α) ≥ 0. `hrep` says that ε acts diagonally, `parseval` gives the sums and `hle` bounds each multiplier.

Symmetry refers to the inner product chosen on `E`. In a Kohn–Sham calculation with Hartree response only, K = χ₀U, where χ₀ is the static density response of the independent electrons and U the Coulomb interaction. Both are symmetric in the ordinary inner product ⟨f, g⟩, but their product in general is not. Where U is positive definite, ε = 1 − χ₀U is symmetric in the Coulomb inner product ⟨f, Ug⟩, and the bound then holds in the norm that belongs to it.

```lean
/-- If `ε` is symmetric on a finite-dimensional space with all eigenvalues in `[a, b]`, `a ≤ b`,
then `1 - α ε` stretches no vector by more than the worst damping factor. -/
theorem norm_sub_smul_le [FiniteDimensional ℝ E] {ε : E →ₗ[ℝ] E} (hε : ε.IsSymmetric)
    {a b : ℝ} (hab : a ≤ b) (hspec : ∀ μ : ℝ, End.HasEigenvalue ε μ → μ ∈ Set.Icc a b)
    (α : ℝ) (v : E) : ‖v - α • ε v‖ ≤ worstFactor a b α * ‖v‖ := by
  -- coordinates in an orthonormal eigenbasis
  obtain ⟨B, lam, hlam, hrep⟩ : ∃ (B : OrthonormalBasis (Fin (finrank ℝ E)) ℝ E)
      (lam : Fin (finrank ℝ E) → ℝ), (∀ i, lam i ∈ Set.Icc a b) ∧
        ∀ w i, B.repr (ε w) i = lam i * B.repr w i :=
    ⟨hε.eigenvectorBasis rfl, hε.eigenvalues rfl,
      fun i => hspec _ (hε.hasEigenvalue_eigenvalues rfl i),
      fun w i => hε.eigenvectorBasis_apply_self_apply rfl w i⟩
  have parseval : ∀ w : E, ‖w‖ ^ 2 = ∑ i, (B.repr w i) ^ 2 := by
    intro w
    rw [← B.repr.norm_map w, EuclideanSpace.norm_sq_eq]
    simp only [Real.norm_eq_abs, sq_abs]
  have hle : ∀ i, |1 - α * lam i| ≤ worstFactor a b α := by
    intro i
    rw [worstFactor_eq_max hab]
    exact (isGreatest_endpoint hab α).2 ⟨lam i, hlam i, rfl⟩
  have hq : 0 ≤ worstFactor a b α := by
    rw [worstFactor_eq_max hab]
    exact le_max_of_le_left (abs_nonneg _)
  refine (sq_le_sq₀ (norm_nonneg _) (mul_nonneg hq (norm_nonneg _))).mp ?_
  rw [mul_pow, parseval (v - α • ε v), parseval v, Finset.mul_sum]
  refine Finset.sum_le_sum fun i _ => ?_
  -- each eigenmode is damped separately
  have hi : B.repr (v - α • ε v) i = (1 - α * lam i) * B.repr v i := by
    rw [map_sub, map_smul, PiLp.sub_apply, PiLp.smul_apply, hrep, smul_eq_mul]
    ring
  rw [hi, mul_pow]
  refine mul_le_mul_of_nonneg_right ?_ (sq_nonneg _)
  rw [← sq_abs (1 - α * lam i)]
  exact pow_le_pow_left₀ (abs_nonneg _) (hle i) 2
```

## (g) The error after n steps

Add 0 < a, which says that ε has no zero or negative mode. With α = α*, show that

‖xₙ − xs‖ ≤ ((κ − 1)/(κ + 1))ⁿ ‖x₀ − xs‖.

**Solution.** For n = 0 both sides agree. Each further step contributes one factor q(α*) by (e) and (f), and (c) evaluates it. Lean writes xₙ as the iterate `^[n]`.

```lean
/-- Let the dielectric operator be symmetric on a finite-dimensional space with eigenvalues in
`[a, b]`, `0 < a ≤ b`, and let `κ = b / a`. Then `n` steps of linear mixing with `α = 2 / (a + b)`
multiply the distance to a self-consistent density by at most `((κ - 1) / (κ + 1)) ^ n`. -/
theorem linear_mixing_bound [FiniteDimensional ℝ E] {K : E →ₗ[ℝ] E} {c xs : E}
    (hx : scfMap K c xs = xs) (hε : (dielectric K).IsSymmetric) {a b : ℝ} (ha : 0 < a)
    (hab : a ≤ b) (hspec : ∀ μ : ℝ, End.HasEigenvalue (dielectric K) μ → μ ∈ Set.Icc a b)
    (x : E) (n : ℕ) :
    ‖(mixStep K c (2 / (a + b)))^[n] x - xs‖ ≤
      ((b / a - 1) / (b / a + 1)) ^ n * ‖x - xs‖ := by
  have hk : 0 ≤ (b / a - 1) / (b / a + 1) := by
    rw [← (optimal_mixing ha hab).1, worstFactor_eq_max hab]
    exact le_max_of_le_left (abs_nonneg _)
  induction n with
  | zero => simp
  | succ n ih =>
    rw [Function.iterate_succ_apply', mixStep_error hx, pow_succ', mul_assoc]
    refine (norm_sub_smul_le hε hab hspec _ _).trans ?_
    rw [(optimal_mixing ha hab).1]
    exact mul_le_mul_of_nonneg_left ih hk
```

In this linearised, symmetric model, positive bounds on the spectrum of ε thus fix a mixing parameter and a guaranteed rate. A real SCF map is nonlinear, and the remainder of its linearisation is not estimated here.

Without symmetry, eigenvalues in [a, b] do not guarantee this bound at every step. As a purely mathematical example, not a Kohn–Sham response, take K(x, y) = (y, 0) and c = 0 on the plane. The only eigenvalue of ε is 1, so a = b = 1, α* = 1 and the bound would give zero error after one step. Yet (0, 1) goes to (1, 0), at the same distance from xs = 0.

## (h) An error that attains the worst factor

Let a ≤ b both be eigenvalues of ε. For every α, find e ≠ 0 such that starting from xs + e gives

‖xₙ − xs‖ = q(α)ⁿ‖e‖ for all n.

**Solution.** By (b), one endpoint μ satisfies |1 − αμ| = q(α). Let e be an eigenvector for μ. By (e), each step multiplies the error by 1 − αμ, so xₙ − xs = (1 − αμ)ⁿe. Take norms. The induction `hn` is this formula; it needs neither symmetry nor finite dimension.

```lean
/-- If `a ≤ b` are both eigenvalues of the dielectric operator, then for every mixing parameter some
nonzero initial error `e`, measured from a self-consistent density `xs`, has its norm multiplied by
exactly the worst damping factor at each step. -/
theorem worstFactor_attained {K : E →ₗ[ℝ] E} {c xs : E} (hx : scfMap K c xs = xs)
    {a b : ℝ} (hab : a ≤ b) (hea : End.HasEigenvalue (dielectric K) a)
    (heb : End.HasEigenvalue (dielectric K) b) (α : ℝ) :
    ∃ e : E, e ≠ 0 ∧ ∀ n : ℕ,
      ‖(mixStep K c α)^[n] (xs + e) - xs‖ = worstFactor a b α ^ n * ‖e‖ := by
  obtain ⟨μ, hμ, hq⟩ : ∃ μ : ℝ, End.HasEigenvalue (dielectric K) μ ∧
      worstFactor a b α = |1 - α * μ| := by
    rw [worstFactor_eq_max hab]
    rcases max_choice |1 - α * a| |1 - α * b| with h | h
    · exact ⟨a, hea, h⟩
    · exact ⟨b, heb, h⟩
  obtain ⟨e, he⟩ := hμ.exists_hasEigenvector
  refine ⟨e, he.2, fun n => ?_⟩
  -- an error along an eigenvector stays along it
  have hn : (mixStep K c α)^[n] (xs + e) - xs = (1 - α * μ) ^ n • e := by
    induction n with
    | zero => simp
    | succ n ih =>
      rw [Function.iterate_succ_apply', mixStep_error hx, ih, map_smul, he.apply_eq_smul,
        pow_succ]
      module
  rw [hn, norm_smul, norm_pow, Real.norm_eq_abs, hq]

end

end LinearMixing
```

```lean
#print axioms LinearMixing.worstFactor_lt_one_iff
#print axioms LinearMixing.linear_mixing_bound
#print axioms LinearMixing.worstFactor_attained
```

```
'LinearMixing.worstFactor_lt_one_iff' depends on axioms: [propext, Classical.choice, Quot.sound]
'LinearMixing.linear_mixing_bound' depends on axioms: [propext, Classical.choice, Quot.sound]
'LinearMixing.worstFactor_attained' depends on axioms: [propext, Classical.choice, Quot.sound]
```
